# Antilinear operators transform as \(VUV^{\mathsf T}\) under unitary basis changes, and conjugation on a ring reverses momentum

## Coordinates, conjugation and the Fourier matrix

Let \(c\) be the column of complex coordinates of a state in a finite orthonormal basis, and let \(\bar c\) be its entrywise conjugate. For a matrix, \(\bar V\) is the entrywise conjugate, \(V^{\mathsf T}\) the transpose and \(V^\dagger=\bar V^{\mathsf T}\) the conjugate transpose. An antilinear operator with matrix \(U\) acts by

\[
T_U c = U\bar c .
\]

It is antiunitary when \(U\) is unitary; time reversal is of this kind.

A change of basis is described by a unitary \(V\) acting on coordinates, \(c'=Vc\). If a code stores the new basis vectors as the columns of a matrix \(B\), then \(c'=B^\dagger c\), so \(V=B^\dagger\).

For a ring of \(N\ge 1\) sites, labelled by the integers modulo \(N\), the Fourier matrix is

\[
F_{jk}=\frac{1}{\sqrt N}\,e^{-2\pi i jk/N},
\]

with momentum as the row index and site as the column index. The reversal matrix \(R\) has \(R_{jk}=1\) if \(k=-j\) modulo \(N\), and \(0\) otherwise.

## The matrix in the new basis

In the coordinates \(c'=Vc\), the operator \(T_U\) is again a conjugation followed by a matrix, and that matrix is uniquely

\[
U' = V U V^{\mathsf T}.
\]

For plain conjugation, \(U=1\), it is \(VV^{\mathsf T}\), which equals the identity exactly when \(V\) is real. For the Fourier matrix,

\[
FF^{\mathsf T}=R,\qquad (F\bar c)_k=\overline{(Fc)_{-k}} .
\]

"Complex conjugation" therefore names an operator only after a basis has been chosen. Conjugating site amplitudes and conjugating momentum amplitudes are different operations once \(N\ge 3\).

## Symmetry tests and FFT arrays

In a finite one-particle electronic-structure model, the rule applies when the matrix of time reversal is carried from a site basis to a momentum basis or an eigenvector basis. With basis vectors in the columns of \(B\), the line of code should compute \(U'=B^\dagger U\bar B\).

One possible error is to compute \(B^\dagger U B\), the rule for linear operators. For \(U=1\) this always returns the identity, and a symmetry test built on it can pass for the wrong reason. The following example is worked by hand and is not part of the Lean file.

A Hamiltonian matrix \(H\) commutes with \(T_U\) when \(HU=U\bar H\). Take a ring with \(N\ge3\), hopping amplitude \(-t e^{i\theta}\) from each site to the next, and the conjugate amplitude backwards, where \(t\) and \(\theta\) are real, \(t\ne0\) and \(\sin\theta\neq 0\). In the site basis \(H\) is not real, so it does not commute with conjugation. In the momentum basis it is diagonal, with real entries

\[
E_k=-2t\cos(2\pi k/N-\theta).
\]

The mistaken choice \(U'=1\) asks only whether these numbers are real, and the test passes. The correct choice \(U'=R\) asks whether \(E_k=E_{-k}\), and the test fails at \(k=1\), as it should.

The amplitude identity also gives the familiar symmetry of the transform of real data: if \(c=\bar c\), then \((Fc)_k=\overline{(Fc)_{-k}}\), so about half of the coefficients need storing. An unnormalised FFT obeys the same relation, because both sides scale alike. In an array indexed from \(0\) to \(N-1\), the entry for \(-k\) sits at \((N-k)\bmod N\). Flipping the whole array sends \(k\) to \(N-1-k\) instead.

## From unitarity to \(VUV^{\mathsf T}\)

Unitarity says \(V^\dagger V=1\). Transposing both sides gives

\[
V^{\mathsf T}\bar V=1 .
\]

Since \(\overline{Vc}=\bar V\bar c\),

\[
VUV^{\mathsf T}\,\overline{Vc}
=VU(V^{\mathsf T}\bar V)\bar c
=VU\bar c
=V(T_Uc).
\]

This is the transformation rule. For uniqueness, suppose that \(W\) also satisfies \(V(T_Uc)=W\,\overline{Vc}\) for all \(c\). Given any vector \(x\), choose \(c=V^\dagger\bar x\). Then \(Vc=\bar x\) and \(\overline{Vc}=x\), so \(Wx=VUV^{\mathsf T}x\). As \(x\) was arbitrary, \(W=VUV^{\mathsf T}\).

The square behaves better than the matrix. Suppose \(T_U^2c=\varepsilon c\) for every \(c\), with \(\varepsilon\) a scalar. Write a vector of new coordinates as \(c'=Vc\). Applying the rule twice gives

\[
T_{U'}^2c'=T_{U'}V(T_Uc)=V(T_U^2c)=\varepsilon c'.
\]

For time reversal, \(\varepsilon=1\) for integer total spin and \(\varepsilon=-1\) for half-odd-integer total spin; the latter sign is the one behind Kramers degeneracy. A unitary basis change cannot alter it.

Now set \(U=1\). If \(VV^{\mathsf T}=1\), then \(\bar V=VV^{\mathsf T}\bar V=V\), so \(V\) is real. Conversely, if \(\bar V=V\), then \(V^{\mathsf T}V=1\), and for a square matrix this implies \(VV^{\mathsf T}=1\).

## Summing the plane waves

For the Fourier matrix,

\[
(FF^{\mathsf T})_{jk}
=\sum_l F_{jl}F_{kl}
=\frac1N\sum_l e^{-2\pi i l(j+k)/N}.
\]

If \(j+k=0\) modulo \(N\), every term is \(1\) and the result is \(1\). Otherwise the terms form a geometric series with ratio \(q=e^{-2\pi i(j+k)/N}\ne1\) and \(q^N=1\), so the sum is \((1-q^N)/(1-q)=0\). Hence \(FF^{\mathsf T}=R\).

Conjugation changes the sign of the exponent, so \(\overline{F_{kl}}=F_{-k,l}\). Therefore

\[
(FF^\dagger)_{jk}=(FF^{\mathsf T})_{j,-k}=R_{j,-k},
\]

which is \(1\) when \(j=k\) and \(0\) otherwise. Thus \(F\) is unitary, and the general rule applies with \(U=1\):

\[
(F\bar c)_k=\bigl(R\,\overline{Fc}\bigr)_k=\overline{(Fc)_{-k}} .
\]

Finally, \(R=1\) requires \(1=-1\) modulo \(N\), so \(N\) divides \(2\) and \(N\le2\). Conversely, for \(N=1\) or \(N=2\) every \(j\) equals \(-j\), and \(R=1\). Three sites are the first case with a visible effect: momentum \(0\) stays fixed while \(1\) and \(2\) are exchanged.

## The Lean file

```lean
import Mathlib

open Matrix

namespace AntiunitaryBasisChange

noncomputable section

variable {n : Type*} [Fintype n] [DecidableEq n]

/-- The antilinear operator with matrix `U`: conjugate the coordinates, then apply `U`. -/
def antiAct (U : Matrix n n ℂ) (c : n → ℂ) : n → ℂ := U *ᵥ star c

/-- For a unitary matrix `V`, the transpose of `V` is inverse to its entrywise conjugate. -/
theorem transpose_mul_conj {V : Matrix n n ℂ} (hV : V ∈ unitaryGroup n ℂ) :
    Vᵀ * V.map star = 1 := by
  have h : Vᴴ * V = 1 := mem_unitaryGroup_iff'.1 hV
  have h' := congrArg Matrix.transpose h
  rw [Matrix.transpose_mul, Matrix.transpose_one] at h'
  exact h'

/-- Under a unitary change of coordinates `c' = V c`, the antilinear operator with matrix `U`
becomes the antilinear operator with matrix `V U Vᵀ`. -/
theorem antiAct_change_basis {V : Matrix n n ℂ} (hV : V ∈ unitaryGroup n ℂ)
    (U : Matrix n n ℂ) (c : n → ℂ) :
    V *ᵥ antiAct U c = antiAct (V * U * Vᵀ) (V *ᵥ c) := by
  -- conjugating `V c` conjugates both factors
  have hc : star (V *ᵥ c) = V.map star *ᵥ star c := by
    ext i
    simp only [Matrix.mulVec, dotProduct, Pi.star_apply, star_sum, star_mul', Matrix.map_apply]
  unfold antiAct
  rw [hc, Matrix.mulVec_mulVec, Matrix.mulVec_mulVec, Matrix.mul_assoc (V * U),
    transpose_mul_conj hV, Matrix.mul_one]

/-- For unitary `V`, a matrix `W` represents the antilinear operator in the new coordinates
`c' = V c` if and only if `W = V U Vᵀ`. -/
theorem represents_iff {V : Matrix n n ℂ} (hV : V ∈ unitaryGroup n ℂ) (U W : Matrix n n ℂ) :
    (∀ c, V *ᵥ antiAct U c = antiAct W (V *ᵥ c)) ↔ W = V * U * Vᵀ := by
  constructor
  · intro h
    have hV' : V * Vᴴ = 1 := mem_unitaryGroup_iff.1 hV
    apply Matrix.toLin'.injective
    refine LinearMap.ext fun x => ?_
    -- every vector is reached as the conjugate of some `V c`
    have hx : V *ᵥ (Vᴴ *ᵥ star x) = star x := by
      rw [Matrix.mulVec_mulVec, hV', Matrix.one_mulVec]
    have h1 := h (Vᴴ *ᵥ star x)
    rw [antiAct_change_basis hV, hx] at h1
    simp only [antiAct, star_star] at h1
    rw [Matrix.toLin'_apply, Matrix.toLin'_apply]
    exact h1.symm
  · rintro rfl c
    exact antiAct_change_basis hV U c

/-- If an antilinear operator squares to the scalar `ε`, then so does its representative
after any unitary change of basis. -/
theorem square_basis_independent {V : Matrix n n ℂ} (hV : V ∈ unitaryGroup n ℂ)
    (U : Matrix n n ℂ) (ε : ℂ) (h : ∀ c, antiAct U (antiAct U c) = ε • c) (c : n → ℂ) :
    antiAct (V * U * Vᵀ) (antiAct (V * U * Vᵀ) c) = ε • c := by
  have hV' : V * Vᴴ = 1 := mem_unitaryGroup_iff.1 hV
  have hc : V *ᵥ (Vᴴ *ᵥ c) = c := by
    rw [Matrix.mulVec_mulVec, hV', Matrix.one_mulVec]
  rw [← hc, ← antiAct_change_basis hV, ← antiAct_change_basis hV, h, Matrix.mulVec_smul]

/-- For unitary `V`, the matrix `V Vᵀ` of complex conjugation in the new basis is the identity
if and only if all entries of `V` are real. -/
theorem conjugation_preserved_iff_real {V : Matrix n n ℂ} (hV : V ∈ unitaryGroup n ℂ) :
    V * Vᵀ = 1 ↔ V.map star = V := by
  have h := transpose_mul_conj hV
  constructor
  · intro h1
    calc V.map star = (V * Vᵀ) * V.map star := by rw [h1, Matrix.one_mul]
      _ = V := by rw [Matrix.mul_assoc, h, Matrix.mul_one]
  · intro h1
    rw [h1] at h
    exact mul_eq_one_comm.1 h

/-- The discrete Fourier matrix `exp(-2πi jk/N)/√N` on a ring of `N ≥ 1` sites. -/
def dft (N : ℕ) : Matrix (ZMod N) (ZMod N) ℂ := fun j k =>
  Complex.exp (-2 * Real.pi * Complex.I * j.val * k.val / N) / (Real.sqrt N : ℂ)

/-- The permutation matrix of `k ↦ -k` on `Z/N`. -/
def reversal (N : ℕ) : Matrix (ZMod N) (ZMod N) ℂ := fun j k => if k = -j then 1 else 0

variable (N : ℕ) [NeZero N]

/-- The entries of the Fourier matrix are values of the standard character of `Z/N`,
divided by `√N`. -/
theorem dft_eq_character (j k : ZMod N) :
    dft N j k = ZMod.stdAddChar (-(j * k)) / (Real.sqrt N : ℂ) := by
  have h : -(j * k) = ((-((j.val : ℤ) * (k.val : ℤ)) : ℤ) : ZMod N) := by
    push_cast
    rw [ZMod.natCast_zmod_val, ZMod.natCast_zmod_val]
  rw [h, ZMod.stdAddChar_coe, dft]
  congr 2
  push_cast
  ring

/-- The Fourier matrix times its transpose is the permutation `k ↦ -k`. -/
theorem dft_mul_transpose : dft N * (dft N)ᵀ = reversal N := by
  have hN : (Real.sqrt N : ℂ) * (Real.sqrt N : ℂ) = N := by
    rw [← Complex.ofReal_mul, Real.mul_self_sqrt (Nat.cast_nonneg N), Complex.ofReal_natCast]
  ext j k
  have h : ∀ l, dft N j l * (dft N)ᵀ l k = ZMod.stdAddChar (l * (-(j + k))) / (N : ℂ) := by
    intro l
    rw [Matrix.transpose_apply, dft_eq_character, dft_eq_character, div_mul_div_comm,
      ← AddChar.map_add_eq_mul, hN, show -(j * l) + -(k * l) = l * (-(j + k)) by ring]
  -- orthogonality of characters: only `j + k = 0` survives
  rw [Matrix.mul_apply, Finset.sum_congr rfl (fun l _ => h l), ← Finset.sum_div,
    AddChar.sum_mulShift _ (ZMod.isPrimitive_stdAddChar N), ZMod.card]
  by_cases hjk : k = -j
  · have h0 : -(j + k) = 0 := by rw [hjk]; ring
    rw [if_pos h0]
    simp [reversal, hjk]
  · have h0 : -(j + k) ≠ 0 := fun h =>
      hjk (eq_neg_of_add_eq_zero_right (neg_eq_zero.1 h))
    rw [if_neg h0]
    simp [reversal, hjk]

/-- The discrete Fourier matrix is unitary. -/
theorem dft_unitary : dft N ∈ unitaryGroup (ZMod N) ℂ := by
  have hconj : ∀ k l, star (dft N k l) = dft N (-k) l := by
    intro k l
    change starRingEnd ℂ _ = _
    rw [dft_eq_character, dft_eq_character, map_div₀, Complex.conj_ofReal,
      ← AddChar.map_neg_eq_conj, neg_mul]
  rw [mem_unitaryGroup_iff]
  ext j k
  have h : (dft N * star (dft N)) j k = (dft N * (dft N)ᵀ) j (-k) := by
    simp only [Matrix.mul_apply, Matrix.star_apply, Matrix.transpose_apply, hconj]
  rw [h, dft_mul_transpose]
  simp only [reversal, neg_inj, Matrix.one_apply, eq_comm (a := k) (b := j)]

/-- Conjugating a wavefunction on the sites of a ring conjugates its Fourier amplitudes and
exchanges `k` with `-k`. -/
theorem conjugation_in_momentum_space (c : ZMod N → ℂ) (k : ZMod N) :
    (dft N *ᵥ star c) k = star ((dft N *ᵥ c) (-k)) := by
  have h := antiAct_change_basis (dft_unitary N) 1 c
  rw [Matrix.mul_one, dft_mul_transpose] at h
  simp only [antiAct, Matrix.one_mulVec] at h
  rw [h]
  generalize dft N *ᵥ c = x
  simp [Matrix.mulVec, dotProduct, reversal]

/-- On a ring of `N ≥ 1` sites, complex conjugation has the identity matrix in the Fourier basis
if and only if `N ≤ 2`. -/
theorem dft_preserves_conjugation_iff : dft N * (dft N)ᵀ = 1 ↔ N ≤ 2 := by
  rw [dft_mul_transpose]
  constructor
  · intro h
    have h1 := congrArg (fun M : Matrix (ZMod N) (ZMod N) ℂ => M 1 1) h
    simp only [reversal, Matrix.one_apply_eq] at h1
    have h2 : (1 : ZMod N) = -1 := by
      by_contra hne
      rw [if_neg hne] at h1
      exact zero_ne_one h1
    have h3 : ((2 : ℕ) : ZMod N) = 0 := by
      push_cast
      linear_combination h2
    exact Nat.le_of_dvd two_pos ((CharP.cast_eq_zero_iff (ZMod N) N 2).1 h3)
  · intro h
    have hd : ∀ m : ℕ, m ≠ 0 → m ≤ 2 → m ∣ 2 := by
      intro m h0 h2
      rcases (by omega : m = 1 ∨ m = 2) with rfl | rfl <;> norm_num
    have h2 : ((2 : ℕ) : ZMod N) = 0 :=
      (CharP.cast_eq_zero_iff (ZMod N) N 2).2 (hd N (NeZero.ne N) h)
    push_cast at h2
    ext j k
    -- for one or two sites every momentum equals its negative
    have hj : -j = j := by linear_combination (-j) * h2
    simp only [reversal, hj, Matrix.one_apply, eq_comm (a := k) (b := j)]

end

end AntiunitaryBasisChange
```

```lean
#print axioms AntiunitaryBasisChange.antiAct_change_basis
#print axioms AntiunitaryBasisChange.conjugation_preserved_iff_real
#print axioms AntiunitaryBasisChange.conjugation_in_momentum_space
#print axioms AntiunitaryBasisChange.dft_preserves_conjugation_iff
```

```
'AntiunitaryBasisChange.antiAct_change_basis' depends on axioms: [propext, Classical.choice, Quot.sound]
'AntiunitaryBasisChange.conjugation_preserved_iff_real' depends on axioms: [propext, Classical.choice, Quot.sound]
'AntiunitaryBasisChange.conjugation_in_momentum_space' depends on axioms: [propext, Classical.choice, Quot.sound]
'AntiunitaryBasisChange.dft_preserves_conjugation_iff' depends on axioms: [propext, Classical.choice, Quot.sound]
```

## Reading the Lean statements

The type `n` is a finite set of basis labels, and `n → ℂ` is the space of coordinate columns. `antiAct U c` is \(U\bar c\), with `*ᵥ` for matrix times vector. The hypothesis `V ∈ unitaryGroup n ℂ` says that the basis change is unitary.

The symbol `star` needs care. On a vector it conjugates each entry, but on a square matrix it means the conjugate transpose. The matrix \(\bar V\) is therefore written `V.map star`; putting `star V` in its place would state a different identity.

- `antiAct_change_basis` is the transformation rule, and `represents_iff` adds uniqueness: a matrix `W` works for all `c` if and only if it is `V * U * Vᵀ`.
- `square_basis_independent` assumes that the operator squares to `ε` and concludes the same in the new basis. The statement allows any complex `ε`, but in nonzero dimension its hypothesis can hold only for real `ε`, because an antilinear operator commutes with its own square.
- `conjugation_preserved_iff_real` characterises the unitary changes that leave plain conjugation with matrix \(1\).
- `dft_mul_transpose`, `dft_unitary` and `conjugation_in_momentum_space` are the three facts about the ring. Sites and momenta both have type `ZMod N`, so `-k` is already taken modulo \(N\), and `[NeZero N]` requires at least one site.
- `dft_preserves_conjugation_iff` gives the threshold `N ≤ 2`.

## Lemmas and the algebra they carry

`transpose_mul_conj` transposes \(V^\dagger V=1\). In `antiAct_change_basis`, the local step `hc` proves \(\overline{Vc}=\bar V\bar c\) entry by entry; the rewrites then regroup the product and cancel \(V^{\mathsf T}\bar V\). `represents_iff` feeds in the test vector \(V^\dagger\bar x\), as above, and concludes that two matrices with the same action on every vector are equal. The proof for the square writes `c` as \(V(V^\dagger c)\) and moves \(V\) through the operator twice.

`dft_eq_character` rewrites the explicit exponential as a value of Mathlib's standard character of \(\mathbb Z/N\). This lets `dft_mul_transpose` use character orthogonality, `AddChar.sum_mulShift`, where the derivation above sums a geometric series. Its case split on `k = -j` separates the surviving entry from the vanishing ones. `dft_unitary` obtains \(FF^\dagger\) from \(FF^{\mathsf T}\) by the sign change in the row index, and the momentum identity specialises the general rule to \(U=1\). For the threshold, the proof compares the entry at `1 1` in one direction and uses \(2=0\) in `ZMod N` in the other.

## Finite orthonormal bases, with \(U\) supplied by the user

The transformation rule is proved for every complex matrix \(U\), in every finite dimension and for every unitary \(V\). Antiunitary operators are included as the case of unitary \(U\). Which \(U\) represents time reversal in a given model is an input: it depends on the spin convention and on the orbital basis, and the theorems cannot detect a wrong choice.

Non-orthogonal atomic orbitals are not covered, because the coordinate change is then generally not unitary. For an invertible \(V\), the matrix would be \(VU\bar V^{-1}\), which reduces to \(VUV^{\mathsf T}\) when \(V\) is unitary.

The Fourier results concern a single ring with one amplitude per site. They do not treat spin or orbital indices, three-dimensional momentum meshes or infinite lattices. They are also statements about exact complex numbers: a numerical test of \(FF^{\mathsf T}=R\) needs a tolerance, and the file gives no rounding bound from which to choose it.
